# Counting the tensor components allowed by a finite symmetry group

A crystal has a mirror plane, and a response tensor is to be measured or computed for it. Symmetry can force components to vanish and, depending on the group and the axes, can tie others together. How many independent numbers remain?

Let $G$ be the symmetry group, acting on a real vector space $V$ by linear maps $r(g)$ with $r(gh)=r(g)r(h)$. In the application $V$ is a space of tensors.

```lean
import Mathlib

open Matrix

namespace AllowedTensorComponents

noncomputable section

variable {G V n : Type*} [Group G] [AddCommGroup V] [Module ℝ V]
  [Fintype n] [DecidableEq n]
```

## Signs and the symmetry condition

Some tensors take an extra sign under certain operations: an axial tensor does so under operations of determinant $-1$, such as reflections and the inversion of three-dimensional space, a time-odd one under operations that include time reversal. A homomorphism $x:G\to\{1,-1\}$ records this sign. In Lean its values are units of the integers, and `signValue` turns them into real numbers.

```lean
/-- The sign `x(g) = ±1` of a symmetry operation, as a real number. -/
def signValue (x : G →* ℤˣ) (g : G) : ℝ := ((x g : ℤ) : ℝ)
```

Signs multiply, $x(gh)=x(g)x(h)$.

```lean
lemma signValue_mul (x : G →* ℤˣ) (g h : G) :
    signValue x (g * h) = signValue x g * signValue x h := by
  simp [signValue]
```

Each sign squares to one, $x(g)^2=1$.

```lean
lemma signValue_mul_self (x : G →* ℤˣ) (g : G) :
    signValue x g * signValue x g = 1 := by
  rcases Int.units_eq_one_or (x g) with h | h <;> simp [signValue, h]
```

A vector $v$ is allowed if $r(s)v=x(s)v$ for every $s$ in a set $S\subseteq G$. The condition is linear, so the allowed vectors form a subspace.

```lean
/-- The vectors that every operation `s` in `S` multiplies by the sign `x(s)`. -/
def allowed (r : G →* Module.End ℝ V) (x : G →* ℤˣ) (S : Set G) : Submodule ℝ V where
  carrier := {v | ∀ s ∈ S, r s v = signValue x s • v}
  add_mem' := by
    intro v w hv hw s hs
    rw [map_add, hv s hs, hw s hs, smul_add]
  zero_mem' := by
    intro s _
    rw [map_zero, smul_zero]
  smul_mem' := by
    intro c v hv s hs
    rw [map_smul, hv s hs, smul_comm]
```

For finite $G$, the signed average is
$$P=\frac1{|G|}\sum_{g\in G}x(g)\,r(g).$$

```lean
/-- The average of `x(g) r(g)` over the group. -/
def projector [Fintype G] (r : G →* Module.End ℝ V) (x : G →* ℤˣ) : Module.End ℝ V :=
  (Fintype.card G : ℝ)⁻¹ • ∑ g, signValue x g • r g
```

## Generators suffice

Suppose $S$ generates $G$, which Lean writes as `Subgroup.closure S = ⊤`. Fix $v$ and consider the operations $g$ with $r(g)v=x(g)v$. The identity is one. If $a$ and $b$ are, then
$$r(ab)v=x(b)\,r(a)v=x(a)x(b)v=x(ab)v.$$
Applying $r(a^{-1})$ to $r(a)v=x(a)v$ gives $v=x(a)\,r(a^{-1})v$, hence $r(a^{-1})v=x(a)v=x(a^{-1})v$. These operations form a subgroup, `H` in the proof; it contains $S$ and is therefore all of $G$.

```lean
/-- A vector obeys the symmetry condition for the generators exactly when it obeys it
for every operation of the group. -/
theorem mem_allowed_iff (r : G →* Module.End ℝ V) (x : G →* ℤˣ) {S : Set G}
    (hS : Subgroup.closure S = ⊤) (v : V) :
    v ∈ allowed r x S ↔ ∀ g, r g v = signValue x g • v := by
  constructor
  · intro hv g
    -- the operations that satisfy the condition on `v` form a subgroup
    let H : Subgroup G :=
      { carrier := {g | r g v = signValue x g • v}
        mul_mem' := by
          intro a b ha hb
          change r a v = signValue x a • v at ha
          change r b v = signValue x b • v at hb
          change r (a * b) v = signValue x (a * b) • v
          rw [map_mul, Module.End.mul_apply, hb, map_smul, ha, smul_smul,
            signValue_mul, mul_comm]
        one_mem' := by
          change r 1 v = signValue x 1 • v
          simp [signValue]
        inv_mem' := by
          intro a ha
          change r a v = signValue x a • v at ha
          change r a⁻¹ v = signValue x a⁻¹ • v
          have h1 : r a⁻¹ (r a v) = v := by
            rw [← Module.End.mul_apply, ← map_mul, inv_mul_cancel, map_one,
              Module.End.one_apply]
          rw [ha, map_smul] at h1
          have h2 : signValue x a⁻¹ = signValue x a := by
            unfold signValue
            rw [map_inv, Int.units_inv_eq_self]
          calc r a⁻¹ v = signValue x a • (signValue x a • r a⁻¹ v) := by
                rw [smul_smul, signValue_mul_self, one_smul]
            _ = signValue x a⁻¹ • v := by rw [h1, h2] }
    have hH : Subgroup.closure S ≤ H := (Subgroup.closure_le H).2 hv
    rw [hS] at hH
    exact hH (Subgroup.mem_top g)
  · intro h s _
    exact h s
```

## The average is a projection

Applied to a vector, the average reads $Pv=|G|^{-1}\sum_g x(g)\,r(g)v$.

```lean
lemma projector_apply [Fintype G] (r : G →* Module.End ℝ V) (x : G →* ℤˣ) (v : V) :
    projector r x v = (Fintype.card G : ℝ)⁻¹ • ∑ g, signValue x g • r g v := by
  simp [projector, LinearMap.sum_apply]
```

Since $x(g)=x(h)x(hg)$, relabelling $g'=hg$ gives
$$r(h)Pv=\frac1{|G|}\sum_g x(g)\,r(hg)v=\frac{x(h)}{|G|}\sum_{g'}x(g')\,r(g')v=x(h)Pv.$$
The relabelling is `Equiv.mulLeft h`.

```lean
/-- Each operation `h` multiplies an averaged vector by the sign `x(h)`. -/
theorem action_projector [Fintype G] (r : G →* Module.End ℝ V) (x : G →* ℤˣ)
    (h : G) (v : V) : r h (projector r x v) = signValue x h • projector r x v := by
  rw [projector_apply, map_smul, map_sum, smul_comm (signValue x h)]
  congr 1
  rw [Finset.smul_sum]
  -- relabel the group elements by `g ↦ h g`
  refine Fintype.sum_equiv (Equiv.mulLeft h) _ _ (fun g => ?_)
  simp only [Equiv.coe_mulLeft, map_smul, map_mul, Module.End.mul_apply,
    signValue_mul, smul_smul]
  rw [← mul_assoc, signValue_mul_self, one_mul]
```

So $Pv$ is always allowed (`hmem`). If $v$ is allowed, every term of the average is $x(g)^2v=v$, so $Pv=v$ (`hfix`). Together these give $P^2=P$ and identify the range of $P$ with the allowed space. For finite-dimensional $V$, take a basis made of a basis of the range and one of the kernel: $P$ is diagonal, with a one for each allowed direction and zeros elsewhere, so $\operatorname{tr}P$ is the dimension.

```lean
/-- The signed group average is a projection onto the vectors allowed by the generators,
and its trace is the dimension of the allowed space. -/
theorem projector_onto_allowed [Fintype G] [FiniteDimensional ℝ V]
    (r : G →* Module.End ℝ V) (x : G →* ℤˣ) {S : Set G}
    (hS : Subgroup.closure S = ⊤) :
    projector r x * projector r x = projector r x ∧
    LinearMap.range (projector r x) = allowed r x S ∧
    LinearMap.trace ℝ V (projector r x) = Module.finrank ℝ (allowed r x S) := by
  have hmem : ∀ v, projector r x v ∈ allowed r x S :=
    fun v s _ => action_projector r x s v
  -- on an allowed vector every term of the average equals the vector itself
  have hfix : ∀ v ∈ allowed r x S, projector r x v = v := by
    intro v hv
    have hg := (mem_allowed_iff r x hS v).1 hv
    have hterm : ∀ g, signValue x g • r g v = v := by
      intro g
      rw [hg g, smul_smul, signValue_mul_self, one_smul]
    have hcard : (Fintype.card G : ℝ) ≠ 0 := Nat.cast_ne_zero.2 Fintype.card_ne_zero
    rw [projector_apply, Finset.sum_congr rfl (fun g _ => hterm g), Finset.sum_const,
      Finset.card_univ, ← Nat.cast_smul_eq_nsmul ℝ, smul_smul, inv_mul_cancel₀ hcard,
      one_smul]
  refine ⟨LinearMap.ext fun v => hfix _ (hmem v), ?_, ?_⟩
  · ext v
    constructor
    · rintro ⟨w, rfl⟩
      exact hmem w
    · intro hv
      exact ⟨v, hfix v hv⟩
  · have hP : LinearMap.IsProj (allowed r x S) (projector r x) := ⟨hmem, hfix⟩
    exact hP.trace
```

Taking the trace term by term,
$$\dim(\text{allowed})=\frac1{|G|}\sum_g x(g)\operatorname{tr}r(g).$$

```lean
/-- The dimension of the allowed space is the group average of `x(g) tr r(g)`. -/
theorem finrank_allowed [Fintype G] [FiniteDimensional ℝ V]
    (r : G →* Module.End ℝ V) (x : G →* ℤˣ) {S : Set G}
    (hS : Subgroup.closure S = ⊤) :
    (Module.finrank ℝ (allowed r x S) : ℝ) =
      (Fintype.card G : ℝ)⁻¹ * ∑ g, signValue x g * LinearMap.trace ℝ V (r g) := by
  rw [← (projector_onto_allowed r x hS).2.2]
  simp only [projector, map_smul, map_sum, smul_eq_mul]
```

## Tensors of rank $k$

A rank-$k$ tensor is a real function of $k$ indices, and a matrix $A$ acts on each index:
$$(A^{\otimes k})_{ij}=\prod_a A_{i_a j_a}.$$
All indices transform alike, as they do in orthonormal axes. Permutation symmetries such as $T_{ij}=T_{ji}$ are not imposed.

```lean
/-- The matrix by which a transformation `A` of space acts on tensors of rank `k`:
one factor of `A` for each index. -/
def tensorMatrix (k : ℕ) (A : Matrix n n ℝ) : Matrix (Fin k → n) (Fin k → n) ℝ :=
  Matrix.of fun i j => ∏ a, A (i a) (j a)
```

The identity matrix acts as the identity, because $i\neq j$ forces some factor to vanish.

```lean
omit [Fintype n] in
lemma tensorMatrix_one (k : ℕ) : tensorMatrix k (1 : Matrix n n ℝ) = 1 := by
  ext i j
  simp only [tensorMatrix, Matrix.of_apply]
  by_cases h : i = j
  · subst h
    simp
  · obtain ⟨a, ha⟩ := Function.ne_iff.mp h
    rw [Matrix.one_apply_ne h]
    exact Finset.prod_eq_zero (Finset.mem_univ a) (Matrix.one_apply_ne ha)
```

Expanding a product of sums gives $(AB)^{\otimes k}=A^{\otimes k}B^{\otimes k}$.

```lean
omit [DecidableEq n] in
lemma tensorMatrix_mul (k : ℕ) (A B : Matrix n n ℝ) :
    tensorMatrix k (A * B) = tensorMatrix k A * tensorMatrix k B := by
  ext i j
  simp only [tensorMatrix, Matrix.of_apply, Matrix.mul_apply, Finset.prod_univ_sum,
    Fintype.piFinset_univ, Finset.prod_mul_distrib]
```

A group of matrices $R(g)$ therefore acts on tensors.

```lean
/-- The action of a group of matrices `R(g)` on tensors of rank `k`. -/
def tensorAction (R : G →* Matrix n n ℝ) (k : ℕ) :
    G →* Module.End ℝ ((Fin k → n) → ℝ) where
  toFun g := Matrix.toLin' (tensorMatrix k (R g))
  map_one' := by
    rw [map_one, tensorMatrix_one, Matrix.toLin'_one]
    rfl
  map_mul' g h := by
    rw [map_mul, tensorMatrix_mul, Matrix.toLin'_mul]
    rfl
```

The trace factorises over the indices:
$$\sum_i\prod_a R(g)_{i_a i_a}=(\operatorname{tr}R(g))^k.$$

```lean
/-- The trace of an operation on tensors of rank `k` is the `k`-th power of its trace
on vectors. -/
theorem trace_tensorAction (R : G →* Matrix n n ℝ) (k : ℕ) (g : G) :
    LinearMap.trace ℝ _ (tensorAction R k g) = (R g).trace ^ k := by
  have h : ∏ _a : Fin k, ∑ m, R g m m = ∑ i : Fin k → n, ∏ a, R g (i a) (i a) := by
    simp only [Finset.prod_univ_sum, Fintype.piFinset_univ]
  rw [Finset.prod_const, Finset.card_univ, Fintype.card_fin] at h
  change LinearMap.trace ℝ _ (Matrix.toLin' (tensorMatrix k (R g))) = _
  rw [LinearMap.trace_eq_matrix_trace ℝ (Pi.basisFun ℝ (Fin k → n)),
    LinearMap.toMatrix_eq_toMatrix', LinearMap.toMatrix'_toLin']
  exact h.symm
```

Inserting this in the dimension formula gives the number of independent components of a tensor with no imposed index-permutation symmetry,
$$N_k=\frac1{|G|}\sum_g x(g)\,(\operatorname{tr}R(g))^k.$$
For the trivial group in $d$ dimensions all $d^k$ components survive. For $k=0$ the count is the average of $x$: one if every sign is $+1$, zero otherwise.

In an electronic-structure code, for a finite point group of purely spatial operations, $P$ can be applied to a computed macroscopic response tensor, given in Cartesian axes, to remove the symmetry-breaking part of the numerical noise. A basis of allowed tensors follows from the linear equations $(r(s)-x(s))T=0$ for the generators alone. Operations that include time reversal need more care for transport tensors: for the electrical conductivity they also exchange the two indices, which a sign $x(g)$ alone does not describe.

```lean
/-- The number of independent components of an allowed tensor of rank `k` is the group
average of `x(g) (tr R(g))^k`. -/
theorem independent_components [Fintype G] (R : G →* Matrix n n ℝ) (x : G →* ℤˣ)
    (k : ℕ) {S : Set G} (hS : Subgroup.closure S = ⊤) :
    (Module.finrank ℝ (allowed (tensorAction R k) x S) : ℝ) =
      (Fintype.card G : ℝ)⁻¹ * ∑ g, signValue x g * (R g).trace ^ k := by
  rw [finrank_allowed _ x hS]
  simp only [trace_tensorAction]
```

## Inversion and a mirror plane

If $R(c)=-1$, then $r(c)T=(-1)^kT$. An allowed $T$ also satisfies $r(c)T=x(c)T$, so $(x(c)-(-1)^k)T=0$, and $T=0$ when the two signs differ. In a crystal with an inversion centre, a polar rank-3 tensor such as the piezoelectric one has $x(c)=+1\neq(-1)^3$ for the inversion $c$ and vanishes in this way.

```lean
/-- If the group contains the inversion `c` and `x(c)` differs from `(-1)^k`, then the only
allowed tensor of rank `k` is zero. -/
theorem forbidden_by_inversion (R : G →* Matrix n n ℝ) (x : G →* ℤˣ) (k : ℕ)
    {S : Set G} (hS : Subgroup.closure S = ⊤) {c : G} (hc : R c = -1)
    (hx : signValue x c ≠ (-1) ^ k) : allowed (tensorAction R k) x S = ⊥ := by
  -- each of the `k` indices contributes one factor `-1`
  have hneg : tensorMatrix k (-1 : Matrix n n ℝ) = ((-1 : ℝ) ^ k) • tensorMatrix k 1 := by
    ext i j
    change ∏ a, -((1 : Matrix n n ℝ) (i a) (j a)) =
      (-1 : ℝ) ^ k * ∏ a, (1 : Matrix n n ℝ) (i a) (j a)
    rw [Finset.prod_congr rfl (fun a _ => neg_eq_neg_one_mul _), Finset.prod_mul_distrib,
      Finset.prod_const, Finset.card_univ, Fintype.card_fin]
  rw [eq_bot_iff]
  intro T hT
  have h1 := (mem_allowed_iff _ x hS T).1 hT c
  have h2 : tensorAction R k c T = ((-1 : ℝ) ^ k) • T := by
    change Matrix.toLin' (tensorMatrix k (R c)) T = _
    rw [hc, hneg, tensorMatrix_one, map_smul, Matrix.toLin'_one]
    rfl
  have h3 : (signValue x c - (-1) ^ k) • T = 0 := by
    rw [sub_smul, ← h1, h2, sub_self]
  exact (Submodule.mem_bot ℝ).2 ((smul_eq_zero.1 h3).resolve_left (sub_ne_zero.2 hx))
```

For the mirror plane, take $G=\{1,-1\}$ and $R(u)=\operatorname{diag}(1,1,u)$.

```lean
/-- The group of a mirror plane: the element `-1` reverses the third axis. -/
def mirrorGroup : ℤˣ →* Matrix (Fin 3) (Fin 3) ℝ where
  toFun u := Matrix.diagonal ![1, 1, ((u : ℤ) : ℝ)]
  map_one' := by
    ext i j
    fin_cases i <;> fin_cases j <;> simp
  map_mul' u v := by
    rw [Matrix.diagonal_mul_diagonal]
    congr 1
    ext i
    fin_cases i <;> simp
```

An axial rank-2 tensor has $x(u)=u$, which is `MonoidHom.id ℤˣ`. The traces are $3$ and $1$, so
$$N_2=\tfrac12(3^2-1^2)=4.$$
With axes numbered $0,1,2$ as in Lean, the survivors are the components with exactly one index equal to $2$: $T_{02},T_{12},T_{20},T_{21}$. The theorem states their number and that the reflection generates the group.

```lean
/-- The reflection generates the mirror group, and a tensor of rank two that takes an extra
sign under the reflection has four independent components. -/
theorem mirror_witness :
    Subgroup.closure ({-1} : Set ℤˣ) = ⊤ ∧
    Module.finrank ℝ (allowed (tensorAction mirrorGroup 2) (MonoidHom.id ℤˣ) {-1}) = 4 := by
  have hS : Subgroup.closure ({-1} : Set ℤˣ) = ⊤ := by
    rw [eq_top_iff]
    intro u _
    rcases Int.units_eq_one_or u with rfl | rfl
    · exact Subgroup.one_mem _
    · exact Subgroup.subset_closure rfl
  refine ⟨hS, ?_⟩
  have ht : ∀ u : ℤˣ, (mirrorGroup u).trace = 2 + ((u : ℤ) : ℝ) := by
    intro u
    change Matrix.trace (Matrix.diagonal ![1, 1, ((u : ℤ) : ℝ)]) = _
    rw [Matrix.trace_diagonal, Fin.sum_univ_three]
    change (1 : ℝ) + 1 + ((u : ℤ) : ℝ) = _
    ring
  have hcard : Fintype.card ℤˣ = 2 := by decide
  have huniv : (Finset.univ : Finset ℤˣ) = {1, -1} := by decide
  -- the average is `(3 ^ 2 - 1 ^ 2) / 2`
  have h : (Module.finrank ℝ
      (allowed (tensorAction mirrorGroup 2) (MonoidHom.id ℤˣ) {-1}) : ℝ) = 4 := by
    rw [independent_components mirrorGroup (MonoidHom.id ℤˣ) 2 hS, hcard, huniv,
      Finset.sum_pair (by decide), ht, ht]
    norm_num [signValue]
  exact_mod_cast h

end

end AllowedTensorComponents
```

```lean
#print axioms AllowedTensorComponents.independent_components
#print axioms AllowedTensorComponents.forbidden_by_inversion
```

```
'AllowedTensorComponents.independent_components' depends on axioms: [propext, Classical.choice, Quot.sound]
'AllowedTensorComponents.forbidden_by_inversion' depends on axioms: [propext, Classical.choice, Quot.sound]
```
